# Wick expansion of the fourth power of a one-mode field

Let a and b be elements of a ring with unit 1 that satisfy ab − ba = 1. Then

    (a + b)⁴ = b⁴ + 4b³a + 6b²a² + 4ba³ + a⁴ + 6(b² + 2ba + a²) + 3.

In every product on the right the factors b stand to the left of the factors a. The first five terms are the normal-ordered fourth power, the coefficient 6 is the number of ways to choose one pair among four factors, and the constant 3 is the number of ways to split four factors into two pairs.

## Physical setting

For one bosonic mode, a is the annihilation operator, b is the creation operator, and φ = a + b is the field. For a harmonic oscillator of mass M and angular frequency ω, with ħ the reduced Planck constant, the position operator is x̂ = ℓφ with ℓ² = ħ/(2Mω). A product is in normal order when all creation operators stand to the left of all annihilation operators. With C(n,k) the binomial coefficient, the normal-ordered n-th power of the field is

    Nₙ = :φⁿ: = Σ (k = 0, …, n) C(n,k) bᵏ aⁿ⁻ᵏ,

which is what the binomial theorem would give if a and b commuted, written with b first.

It is useful to keep the commutator general, ab − ba = c, with c commuting with a and b. The element c is the contraction of two fields, φ² − :φ²:, and each contraction in an expansion contributes one factor of c, so the power of c records how many pairs were contracted. Absorbing the length ℓ into both ladder operators gives c = ℓ², and then a + b is the position operator itself.

The identity enters the first-order energy shift of an oscillator with a quartic perturbation λx̂⁴ of strength λ, for a single mode. Let |m⟩ be the normalised number states, m = 0, 1, 2, …, with a|m⟩ = √m |m−1⟩ (zero for m = 0) and b|m⟩ = √(m+1) |m+1⟩. Only terms with equally many b and a have diagonal matrix elements. These are 6b²a², 12ba and 3, with ⟨m|b²a²|m⟩ = m(m−1) and ⟨m|ba|m⟩ = m, which gives

    ⟨m|φ⁴|m⟩ = 6m(m−1) + 12m + 3 = 6m² + 6m + 3,

and the shift of level m is λℓ⁴(6m² + 6m + 3). In the ground state only the fully contracted term 3 survives.

## Statement

Throughout, R is a ring, not assumed commutative, a, b, c are elements of R, and [a, X] = aX − Xa for X in R.

With no relation between a and b assumed, for every n ≥ 0,

    Nₙ₊₁ = b Nₙ + Nₙ a.

If ab − ba = c and cb = bc, then for every n ≥ 0,

    [a, Nₙ₊₁] = (n+1) c Nₙ,
    φ Nₙ₊₁ = Nₙ₊₂ + (n+1) c Nₙ.

From ab − ba = c alone, φ² = N₂ + c. If c commutes with both a and b,

    φ³ = N₃ + 3c N₁,
    φ⁴ = N₄ + 6c N₂ + 3c²,
    N₄ = φ⁴ − 6cφ² + 3c².

Label four factors by positions 0, 1, 2, 3. A single contraction is a pair of positions (i, j) with i < j, and a double contraction is a set of two such pairs with no position in common. There are 6 of the first kind and 3 of the second, and the expansion of φ⁴ is restated with these two cardinalities as its coefficients. Setting c = 1 and writing out N₄ and N₂ gives the formula at the top, which is the main theorem `field_fourth_normal_form`. Finally, differentiation and multiplication by the variable, acting on polynomials with rational coefficients, have commutator 1 and do not commute.

## Derivation

**Adding a factor inside the normal ordering.** Multiplying the definition by b from the left and by a from the right gives

    b Nₙ = Σ (k = 0, …, n) C(n,k) bᵏ⁺¹ aⁿ⁻ᵏ,
    Nₙ a = Σ (k = 0, …, n+1) C(n,k) bᵏ aⁿ⁺¹⁻ᵏ,

where the second sum may run to n+1 because C(n,n+1) = 0. Take its k = 0 term aⁿ⁺¹ aside and shift k to k+1 in the rest:

    Nₙ a = aⁿ⁺¹ + Σ (k = 0, …, n) C(n,k+1) bᵏ⁺¹ aⁿ⁻ᵏ.

Pascal's rule C(n,k) + C(n,k+1) = C(n+1,k+1) combines the two sums,

    b Nₙ + Nₙ a = aⁿ⁺¹ + Σ (k = 0, …, n) C(n+1,k+1) bᵏ⁺¹ aⁿ⁻ᵏ = Nₙ₊₁.

No factor a was moved past a factor b. Starting from N₀ = 1,

    N₁ = a + b,
    N₂ = b² + 2ba + a²,
    N₃ = b³ + 3b²a + 3ba² + a³,
    N₄ = b⁴ + 4b³a + 6b²a² + 4ba³ + a⁴.

**The commutator with a.** For n = 0, [a, N₁] = [a, b + a] = c = c N₀. For the step from n to n+1, the product rule for commutators gives, for any X,

    [a, bX + Xa] = [a, b] X + b [a, X] + [a, X] a,

because [a, a] = 0. Put X = Nₙ₊₁, so that bX + Xa = Nₙ₊₂, and insert the induction hypothesis [a, Nₙ₊₁] = (n+1) c Nₙ:

    [a, Nₙ₊₂] = c Nₙ₊₁ + (n+1)(b c Nₙ + c Nₙ a).

Using bc = cb, the bracket equals c(b Nₙ + Nₙ a) = c Nₙ₊₁, and so

    [a, Nₙ₊₂] = (n+2) c Nₙ₊₁.

The factor c is moved past b only, never past a.

**The recurrence.** Write a Nₙ₊₁ = Nₙ₊₁ a + [a, Nₙ₊₁]. Then

    φ Nₙ₊₁ = b Nₙ₊₁ + Nₙ₊₁ a + [a, Nₙ₊₁] = Nₙ₊₂ + (n+1) c Nₙ.

The new field on the left either joins the normal-ordered product or contracts with one of its n+1 factors.

**Powers of the field.** Expanding the square and replacing ab by ba + c,

    φ² = a² + ab + ba + b² = (b² + 2ba + a²) + c = N₂ + c.

From here on c is moved past φ, and φc = cφ follows from ca = ac together with cb = bc. The recurrence at n = 1 reads φ N₂ = N₃ + 2c N₁, and φc = cφ = c N₁, so

    φ³ = φ N₂ + φc = N₃ + 3c N₁.

The recurrence at n = 2 reads φ N₃ = N₄ + 3c N₂, and φ N₁ = φ² = N₂ + c, so

    φ⁴ = φ N₃ + 3c φ N₁ = N₄ + 3c N₂ + 3c(N₂ + c) = N₄ + 6c N₂ + 3c².

**Reading the coefficients as contractions.** Let position 0 be the factor multiplied on last, from the left. The term 3c N₂ from φ N₃ corresponds to the pairs (0,1), (0,2), (0,3). The term 3c N₁ in φ³ corresponds to the pairs (1,2), (1,3), (2,3). For each of these the new factor either stays uncontracted, which gives three more terms c N₂, or contracts with the one factor left over, which gives the three terms c² of the pairings

    {(0,1), (2,3)},  {(0,2), (1,3)},  {(0,3), (1,2)}.

**The inverse relation.** Solve for N₄ and insert N₂ = φ² − c:

    N₄ = φ⁴ − 6c(φ² − c) − 3c² = φ⁴ − 6cφ² + 3c².

**A realisation.** On polynomials p(x), let a = d/dx and let b be multiplication by x. The product rule gives (xp)′ − xp′ = p, so ab − ba = 1. Applying φ four times to the constant polynomial 1 produces x, then x² + 1, then x³ + 3x, then x⁴ + 6x² + 3, in agreement with the normal form, where a annihilates 1 and only b⁴ + 6b² + 3 acts. The monomial xᵐ plays the part of the unnormalised state bᵐ|0⟩ = √(m!) |m⟩, so in normalised states this reads φ⁴|0⟩ = √24 |4⟩ + 6√2 |2⟩ + 3|0⟩.

## What the formal version assumes

The declaration `[Ring R]` supplies the axioms of a ring with unit, and nothing else. There is no adjoint, so b is not required to be a†, and the names creation and annihilation refer only to the side on which each letter is placed and to the sign in `a * b - b * a = c`. There is also no Hilbert space, inner product or vacuum in any theorem; the oscillator matrix elements, the action on the constant polynomial and the remarks on truncation below are arguments on paper that Lean has not checked. To apply the theorems to the unbounded ladder operators one takes R to be the linear maps on a space that both preserve, such as the finite linear combinations of number states, and questions of domain or self-adjointness do not arise in the algebra.

The commutation relation is a hypothesis, named `hc`. The properties of c are the separate hypotheses `hca : c * a = a * c` and `hcb : c * b = b * c`, and each theorem carries only those its proof uses. In the main theorem c = 1 and both hold automatically.

`normalPow a b n` is Nₙ, defined directly by the binomial sum over `range (n + 1)`, that is k = 0, …, n, so the natural-number subtraction `n - k` is always the ordinary difference. Normal ordering is not set up as an operation on arbitrary products. As a map on ring elements it would be ill defined: reordering letters sends ab − ba to 0 while the equal element 1 is left as it is. A formula in the pair (a, b) and the number n avoids this. Coefficients written with `•`, as in `n.choose k • (b ^ k * a ^ (n - k))`, are repeated addition, and numerals such as `6` in `6 * (c * normalPow a b 2)` are sums of the unit of R. No division occurs, so the identities hold in any characteristic, where some numerals may equal zero.

Positions are elements of `Fin n`, numbered from 0 as above. `singleContractions n` is the set of pairs (i, j) with i < j. An element of `doubleContractions n` is a pair of single contractions ((i, j), (k, l)) with i < k, j ≠ k and j ≠ l. The condition i < k picks one of the two listings of the same pairing, and together with k < l it makes i differ from k and l, so all four positions are distinct. The link between these sets and the algebra is numerical: `field_fourth_counted` holds because the coefficients 6 and 3 found from the recurrence equal the two cardinalities. The assignment of individual terms to individual pairs made in the derivation is a way of reading the calculation and is not part of the statement.

All four factors are the same operator of one bosonic mode, so every contraction has the same value c. For general n the recurrence is proved, while the sum over all contractions that Wick's theorem gives for an arbitrary product is obtained for the second, third and fourth powers. Several modes, fermionic signs and time ordering do not appear.

The hypothesis matters in numerical work. A program that keeps the levels 0, …, D−1, with D ≥ 2, stores a and b as D × D matrices, and their commutator is the diagonal matrix with entries 1, …, 1, −(D−1). It is not the identity and does not commute with b, so neither the c = 1 theorem nor the theorems with commuting c apply to the truncated matrices. The normal form still tells one how to build the quartic term: in bᵏaʲ the lowering acts first and the raising never goes above the final level, so the right-hand side evaluated with truncated matrices gives the exact matrix elements of φ⁴ between the kept levels. The fourth power of the truncated a + b misses the contributions that pass through the intermediate levels D and D+1 and is too small in those of the entries (D−1, D−1), (D−2, D−2), (D−1, D−3) and (D−3, D−1) that exist.

## The Lean file

```lean
import Mathlib

open Finset

namespace WickQuarticField

variable {R : Type*} [Ring R] {a b c : R}

/-- The normal-ordered power `:(a + b)^n:`, the binomial expansion with every creation
operator `b` placed to the left of every annihilation operator `a`. -/
def normalPow (a b : R) (n : ℕ) : R :=
  ∑ k ∈ range (n + 1), n.choose k • (b ^ k * a ^ (n - k))

/-- Single contractions among `n` factors: pairs of positions `i < j`. -/
def singleContractions (n : ℕ) : Finset (Fin n × Fin n) :=
  univ.filter fun p => p.1 < p.2

/-- Double contractions among `n` factors: two pairs of positions with no position in common,
listed so that the first pair starts earlier. -/
def doubleContractions (n : ℕ) : Finset ((Fin n × Fin n) × (Fin n × Fin n)) :=
  (singleContractions n ×ˢ singleContractions n).filter
    fun p => p.1.1 < p.2.1 ∧ p.1.2 ≠ p.2.1 ∧ p.1.2 ≠ p.2.2

/-- One more factor inside the normal ordering puts `b` on the far left and `a` on the
far right. -/
theorem normalPow_succ (a b : R) (n : ℕ) :
    normalPow a b (n + 1) = b * normalPow a b n + normalPow a b n * a := by
  have h1 : b * normalPow a b n
      = ∑ k ∈ range (n + 1), n.choose k • (b ^ (k + 1) * a ^ (n - k)) := by
    rw [normalPow, Finset.mul_sum]
    refine Finset.sum_congr rfl fun k _ => ?_
    rw [mul_smul_comm, pow_succ' b k, mul_assoc b]
  have h2 : normalPow a b n * a
      = ∑ k ∈ range (n + 1 + 1), n.choose k • (b ^ k * a ^ (n + 1 - k)) := by
    have hz : n.choose (n + 1) = 0 := Nat.choose_succ_self n
    rw [Finset.sum_range_succ _ (n + 1), hz, zero_smul, add_zero, normalPow, Finset.sum_mul]
    refine Finset.sum_congr rfl fun k hk => ?_
    have hk' : n + 1 - k = (n - k) + 1 := by
      have := Finset.mem_range.mp hk
      omega
    rw [hk', smul_mul_assoc, pow_succ a (n - k), mul_assoc]
  -- split off the pure `a` terms and apply Pascal's rule to the rest
  rw [h1, h2, normalPow, Finset.sum_range_succ' _ (n + 1), Finset.sum_range_succ' _ (n + 1)]
  simp only [Nat.choose_succ_succ', add_smul, Finset.sum_add_distrib, Nat.choose_zero_right,
    Nat.add_sub_add_right]
  exact add_assoc _ _ _

/-- The normal-ordered powers of the field up to fourth order, written out. -/
theorem normalPow_explicit (a b : R) :
    normalPow a b 0 = 1 ∧
    normalPow a b 1 = a + b ∧
    normalPow a b 2 = b ^ 2 + 2 * b * a + a ^ 2 ∧
    normalPow a b 3 = b ^ 3 + 3 * b ^ 2 * a + 3 * b * a ^ 2 + a ^ 3 ∧
    normalPow a b 4 = b ^ 4 + 4 * b ^ 3 * a + 6 * b ^ 2 * a ^ 2 + 4 * b * a ^ 3 + a ^ 4 := by
  have s1 : normalPow a b 1 = b * normalPow a b 0 + normalPow a b 0 * a :=
    normalPow_succ a b 0
  have s2 : normalPow a b 2 = b * normalPow a b 1 + normalPow a b 1 * a :=
    normalPow_succ a b 1
  have s3 : normalPow a b 3 = b * normalPow a b 2 + normalPow a b 2 * a :=
    normalPow_succ a b 2
  have s4 : normalPow a b 4 = b * normalPow a b 3 + normalPow a b 3 * a :=
    normalPow_succ a b 3
  have h0 : normalPow a b 0 = 1 := by simp [normalPow]
  have h1 : normalPow a b 1 = a + b := by
    rw [s1, h0]; noncomm_ring
  have h2 : normalPow a b 2 = b ^ 2 + 2 * b * a + a ^ 2 := by
    rw [s2, h1]; noncomm_ring
  have h3 : normalPow a b 3 = b ^ 3 + 3 * b ^ 2 * a + 3 * b * a ^ 2 + a ^ 3 := by
    rw [s3, h2]; noncomm_ring
  have h4 : normalPow a b 4
      = b ^ 4 + 4 * b ^ 3 * a + 6 * b ^ 2 * a ^ 2 + 4 * b * a ^ 3 + a ^ 4 := by
    rw [s4, h3]; noncomm_ring
  exact ⟨h0, h1, h2, h3, h4⟩

/-- If the commutator `c = ab - ba` commutes with `b`, the commutator of `a` with
`:(a + b)^(n+1):` is `(n + 1) c :(a + b)^n:`. -/
theorem commutator_normalPow (hc : a * b - b * a = c) (hcb : c * b = b * c) (n : ℕ) :
    a * normalPow a b (n + 1) - normalPow a b (n + 1) * a = (n + 1) • (c * normalPow a b n) := by
  induction n with
  | zero =>
    rw [normalPow_succ a b 0, (normalPow_explicit a b).1]
    simp only [zero_add, one_smul]
    rw [← hc]
    noncomm_ring
  | succ n ih =>
    have key : b * (c * normalPow a b n) + c * normalPow a b n * a
        = c * (b * normalPow a b n + normalPow a b n * a) := by
      rw [← mul_assoc b c, ← hcb]; noncomm_ring
    rw [normalPow_succ a b (n + 1)]
    -- Leibniz rule for the commutator with `a`
    calc a * (b * normalPow a b (n + 1) + normalPow a b (n + 1) * a)
          - (b * normalPow a b (n + 1) + normalPow a b (n + 1) * a) * a
        = (a * b - b * a) * normalPow a b (n + 1)
          + b * (a * normalPow a b (n + 1) - normalPow a b (n + 1) * a)
          + (a * normalPow a b (n + 1) - normalPow a b (n + 1) * a) * a := by
          noncomm_ring
      _ = c * normalPow a b (n + 1)
          + (n + 1) • (c * (b * normalPow a b n + normalPow a b n * a)) := by
          rw [hc, ih, mul_smul_comm, smul_mul_assoc, add_assoc, ← smul_add, key]
      _ = (n + 1 + 1) • (c * normalPow a b (n + 1)) := by
          rw [← normalPow_succ a b n, succ_nsmul _ (n + 1)]
          exact add_comm _ _

/-- If `c = ab - ba` commutes with `b`, multiplying `:(a + b)^(n+1):` from the left by the
field gives `:(a + b)^(n+2):` plus `(n + 1) c :(a + b)^n:`. -/
theorem wick_recurrence (hc : a * b - b * a = c) (hcb : c * b = b * c) (n : ℕ) :
    (a + b) * normalPow a b (n + 1)
      = normalPow a b (n + 2) + (n + 1) • (c * normalPow a b n) := by
  have h2 : normalPow a b (n + 2) = b * normalPow a b (n + 1) + normalPow a b (n + 1) * a :=
    normalPow_succ a b (n + 1)
  rw [← commutator_normalPow hc hcb n, h2]
  noncomm_ring

/-- The square of the field is its normal-ordered square plus the commutator `c = ab - ba`. -/
theorem field_sq (hc : a * b - b * a = c) : (a + b) ^ 2 = normalPow a b 2 + c := by
  rw [(normalPow_explicit a b).2.2.1, ← hc]
  noncomm_ring

/-- If `c = ab - ba` commutes with `a` and `b`, the cube of the field is
`:(a + b)^3: + 3 c :(a + b):`. -/
theorem field_cube (hc : a * b - b * a = c) (hca : c * a = a * c) (hcb : c * b = b * c) :
    (a + b) ^ 3 = normalPow a b 3 + 3 * (c * normalPow a b 1) := by
  have hφ : (a + b) * c = c * (a + b) := by rw [add_mul, mul_add, hca, hcb]
  have r : (a + b) * normalPow a b 2 = normalPow a b 3 + 2 • (c * normalPow a b 1) :=
    wick_recurrence hc hcb 1
  calc (a + b) ^ 3 = (a + b) * (a + b) ^ 2 := pow_succ' (a + b) 2
    _ = (a + b) * normalPow a b 2 + (a + b) * c := by rw [field_sq hc, mul_add]
    _ = normalPow a b 3 + 3 * (c * normalPow a b 1) := by
        rw [r, hφ, (normalPow_explicit a b).2.1]
        noncomm_ring

/-- If `c = ab - ba` commutes with `a` and `b`, the fourth power of the field is
`:(a + b)^4: + 6 c :(a + b)^2: + 3 c^2`. -/
theorem field_fourth (hc : a * b - b * a = c) (hca : c * a = a * c) (hcb : c * b = b * c) :
    (a + b) ^ 4 = normalPow a b 4 + 6 * (c * normalPow a b 2) + 3 * c ^ 2 := by
  have hφ : (a + b) * c = c * (a + b) := by rw [add_mul, mul_add, hca, hcb]
  have hmove : (a + b) * (c * normalPow a b 1) = c * ((a + b) * normalPow a b 1) := by
    rw [← mul_assoc, hφ, mul_assoc]
  have r3 : (a + b) * normalPow a b 3 = normalPow a b 4 + 3 • (c * normalPow a b 2) :=
    wick_recurrence hc hcb 2
  have r1 : (a + b) * normalPow a b 1 = normalPow a b 2 + c := by
    rw [(normalPow_explicit a b).2.1, ← pow_two, field_sq hc]
  -- three new single contractions from `r3`, three old ones and three full ones from `r1`
  calc (a + b) ^ 4 = (a + b) * (a + b) ^ 3 := pow_succ' (a + b) 3
    _ = (a + b) * normalPow a b 3 + 3 * ((a + b) * (c * normalPow a b 1)) := by
        rw [field_cube hc hca hcb]
        noncomm_ring
    _ = normalPow a b 4 + 6 * (c * normalPow a b 2) + 3 * c ^ 2 := by
        rw [hmove, r3, r1]
        noncomm_ring

/-- Four factors admit six single contractions and three double contractions. -/
theorem contraction_counts :
    (singleContractions 4).card = 6 ∧ (doubleContractions 4).card = 3 := by
  constructor
  · decide +kernel
  · decide +kernel

/-- If `c = ab - ba` commutes with `a` and `b`, the fourth power of the field is
`:(a + b)^4:` plus one term `c :(a + b)^2:` per single contraction and one term `c^2` per
double contraction of four factors. -/
theorem field_fourth_counted (hc : a * b - b * a = c) (hca : c * a = a * c)
    (hcb : c * b = b * c) :
    (a + b) ^ 4 = normalPow a b 4 + (singleContractions 4).card • (c * normalPow a b 2)
      + (doubleContractions 4).card • c ^ 2 := by
  rw [contraction_counts.1, contraction_counts.2, field_fourth hc hca hcb]
  noncomm_ring

/-- Normal form of the fourth power of the field `a + b` when `ab - ba = 1`. -/
theorem field_fourth_normal_form (hc : a * b - b * a = 1) :
    (a + b) ^ 4 = b ^ 4 + 4 * b ^ 3 * a + 6 * b ^ 2 * a ^ 2 + 4 * b * a ^ 3 + a ^ 4
      + 6 * (b ^ 2 + 2 * b * a + a ^ 2) + 3 := by
  have h := field_fourth hc (by rw [one_mul, mul_one]) (by rw [one_mul, mul_one])
  rw [h, (normalPow_explicit a b).2.2.2.2, (normalPow_explicit a b).2.2.1]
  simp only [one_mul, one_pow, mul_one]

/-- If `c = ab - ba` commutes with `a` and `b`, the normal-ordered fourth power equals
`(a + b)^4 - 6 c (a + b)^2 + 3 c^2`. -/
theorem normalPow_four_eq (hc : a * b - b * a = c) (hca : c * a = a * c)
    (hcb : c * b = b * c) :
    normalPow a b 4 = (a + b) ^ 4 - 6 * (c * (a + b) ^ 2) + 3 * c ^ 2 := by
  rw [field_fourth hc hca hcb, field_sq hc]
  noncomm_ring

/-- Differentiation acting on rational polynomials. -/
noncomputable def ddx : Module.End ℚ (Polynomial ℚ) := Polynomial.derivative

/-- Multiplication by the variable acting on rational polynomials. -/
noncomputable def mulX : Module.End ℚ (Polynomial ℚ) :=
  LinearMap.mulLeft ℚ (Polynomial.X : Polynomial ℚ)

/-- Differentiation and multiplication by the variable have commutator one and do not
commute. -/
theorem ccr_witness : ddx * mulX - mulX * ddx = 1 ∧ ddx * mulX ≠ mulX * ddx := by
  have h1 : ddx * mulX - mulX * ddx = 1 := by
    apply LinearMap.ext
    intro p
    change Polynomial.derivative (Polynomial.X * p) - Polynomial.X * Polynomial.derivative p = p
    rw [Polynomial.derivative_mul, Polynomial.derivative_X]
    ring
  refine ⟨h1, fun h => ?_⟩
  rw [h, sub_self] at h1
  have h2 := LinearMap.congr_fun h1 1
  simp at h2

end WickQuarticField
```

```lean
#print axioms WickQuarticField.field_fourth_counted
-- 'WickQuarticField.field_fourth_counted' depends on axioms: [propext, Classical.choice, Quot.sound]
#print axioms WickQuarticField.field_fourth_normal_form
-- 'WickQuarticField.field_fourth_normal_form' depends on axioms: [propext, Classical.choice, Quot.sound]
#print axioms WickQuarticField.normalPow_four_eq
-- 'WickQuarticField.normalPow_four_eq' depends on axioms: [propext, Classical.choice, Quot.sound]
```

## Notes on the proof

`normalPow_succ` follows the first step of the derivation. `h1` is the formula for b Nₙ. `h2` is the formula for Nₙ a with the range extended by one: `Finset.sum_range_succ` removes the top term, whose coefficient vanishes by `hz`, and `hk'` records n + 1 − k = (n − k) + 1, which uses k ≤ n. The two rewrites with `Finset.sum_range_succ'` split off the k = 0 term of Nₙ₊₁ and of Nₙ a and shift the index, and `Nat.choose_succ_succ'` is Pascal's rule. `normalPow_explicit` applies this four times from N₀ = 1 and expands each product.

`commutator_normalPow` is the induction. In the base case N₁ becomes b·1 + 1·a and c is replaced by ab − ba, which leaves an identity valid in any ring. In the step, `key` is the single use of `hcb`, namely b c Nₙ + c Nₙ a = c(b Nₙ + Nₙ a). The first line of the `calc` block is the product rule for the commutator, the second inserts `hc`, the induction hypothesis `ih` and `key`, and the third folds b Nₙ + Nₙ a back into Nₙ₊₁ and adds one to the coefficient with `succ_nsmul`. `wick_recurrence` replaces (n+1) c Nₙ by the commutator it equals and Nₙ₊₂ by b Nₙ₊₁ + Nₙ₊₁ a, after which the terms Nₙ₊₁ a cancel.

`field_sq` expands the square directly. In `field_cube` and `field_fourth`, `hφ` is φc = cφ, and `r` and `r3` are the recurrence at n = 1 and n = 2. In `field_fourth`, `hmove` carries c out of φ c N₁ and `r1` is φ N₁ = N₂ + c. The `calc` lines are the equalities written above for φ³ and φ⁴. `contraction_counts` is settled by `decide +kernel`, which has the kernel evaluate both finite sets and count them. `field_fourth_counted` rewrites the cardinalities to 6 and 3 and compares with `field_fourth`. `field_fourth_normal_form` takes `field_fourth` at c = 1 and inserts the written-out N₄ and N₂, and `normalPow_four_eq` substitutes the expansions of φ⁴ and φ² into the right-hand side, where everything except N₄ cancels.

`ddx` and `mulX` are elements of `Module.End ℚ (Polynomial ℚ)`, the ring of linear maps on rational polynomials with composition as product, so `ddx * mulX` multiplies by x first and then differentiates. In `ccr_witness`, `change` restates the goal as (xp)′ − xp′ = p, and `Polynomial.derivative_mul` is the product rule. If the two maps commuted, `h1` would say 0 = 1 as linear maps, and applying both to the polynomial 1 gives a contradiction. The main theorem therefore has an instance in a ring where 1 ≠ 0.

A technique that carries over to other operator identities is the way `noncomm_ring` is fed. The tactic expands products without reordering factors and collects terms, treating `2 • x` and `2 * x` alike as integer multiples, but, called without arguments as it is here, it does not use hypotheses. In this file the commutation relation is brought in by a separate rewrite, in one of two directions. One can eliminate the name, as `rw [← hc]` does in the base case of the induction, so that the goal becomes an identity in a and b alone. Or one can first rearrange the expression with `noncomm_ring` until `a * b - b * a` appears literally, as in the first `calc` line of the induction step, and then rewrite with `hc`. A companion device makes such rewrites match: `wick_recurrence hc hcb 2` has indices `2 + 1` and `2 + 2`, and stating it under `have r3` with the numerals 3 and 4 is accepted because the two forms are equal by computation, after which `rw` finds the terms as they stand in the goal.
